# A minimiser of the quadratic mean-field energy over ensemble density matrices also minimises the energy linearised with its own Fock matrix

Density matrices are taken here from the ensemble set, in which occupations may be any numbers between 0 and 1, and not from the idempotent matrices of single determinants. This makes the set convex: a straight segment between two allowed density matrices stays allowed, so energies can be compared along it. The matrices are real and refer to a finite orthonormal orbital basis. An occupation of 1 means a full spin orbital.

## The linearised condition and its converse

Let $S$ be the set of real symmetric $D$ with $D$ and $1-D$ positive semidefinite and $\operatorname{tr}D=k$, where $k$ is the electron number. With a one-electron matrix $h$ and a linear map $G$ that produces the two-electron part of the Fock matrix, put

$$E(D)=\operatorname{tr}(hD)+\tfrac12\operatorname{tr}(G(D)D),\qquad F(D)=h+G(D).$$

Assume $\operatorname{tr}(G(X)Y)=\operatorname{tr}(X\,G(Y))$, which expresses the symmetry of the two-electron integrals under exchange of the two electrons. If $D\in S$ minimises $E$ over $S$, then

$$\operatorname{tr}(F(D)D)\le\operatorname{tr}(F(D)X)\qquad\text{for all }X\in S .$$

If also $\operatorname{tr}(G(Y)Y)\ge0$ for every symmetric $Y$, this inequality is sufficient for $D$ to minimise $E$. The extra condition makes the interaction energy of any density difference nonnegative. Classical Coulomb repulsion satisfies it. Hartree–Fock with full exchange does not, once there are two spin orbitals: for orthonormal $v,w$ and $Y=vv^T-ww^T$ the trace is $-2(J_{vw}-K_{vw})<0$, where $J_{vw}$ and $K_{vw}$ are the Coulomb and exchange integrals.

## Checking a converged SCF density

An SCF step that fills the lowest eigenvectors of a fixed Fock matrix minimises $\operatorname{tr}(FX)$ over $S$ when $k$ is an integer. For a converged $D$, a code can therefore compare $\operatorname{tr}(F(D)D)$ with the sum of the $k$ lowest eigenvalues of $F(D)$. Within this finite-basis, quadratic model, a positive difference rules $D$ out as an ensemble minimiser. A zero difference identifies a global minimiser if the positivity condition holds, so this second conclusion is not available for Hartree–Fock. The difference is automatically zero when $D$ was itself converged by filling the lowest eigenvectors; the test is informative for densities converged in other ways, for example with a chosen set of orbitals kept occupied.

## Energy along a segment

Take $X\in S$, set $Y=X-D$, and let $0\le t\le1$. The matrix $D+tY=(1-t)D+tX$ is symmetric and has trace $k$. Its quadratic form, and that of $1-(D+tY)$, are weighted averages of nonnegative numbers, so it lies in $S$. Expanding the energy gives

$$E(D+tY)=E(D)+t\left[\operatorname{tr}(hY)+\tfrac12\operatorname{tr}(G(D)Y)+\tfrac12\operatorname{tr}(G(Y)D)\right]+\tfrac{t^2}{2}\operatorname{tr}(G(Y)Y).$$

By self-adjointness and cyclicity, $\operatorname{tr}(G(Y)D)=\operatorname{tr}(G(D)Y)$. With $s=\operatorname{tr}(F(D)Y)$ and $c=\operatorname{tr}(G(Y)Y)$,

$$E(D+tY)-E(D)=ts+\tfrac{t^2}{2}c .$$

If $D$ is a minimiser, the right side is nonnegative for $0<t\le1$. Suppose $s<0$ and choose $t=-s/(-s+|c|)$, which lies in $(0,1]$. Then $t|c|=-s(1-t)$, and

$$s+\tfrac t2c\le s+\tfrac t2|c|=\tfrac{s(1+t)}2<0,$$

a contradiction. Hence $s\ge0$, which is the linearised condition. Conversely, if $s\ge0$ and $c\ge0$, setting $t=1$ gives $E(X)-E(D)=s+c/2\ge0$.

In the non-interacting limit $G=0$, the energy is $\operatorname{tr}(hD)$ and $F(D)=h$, so the two minimisations are the same problem.

## Moving charge between natural orbitals

Let $v,w$ be normalised eigenvectors of $D$ with $Dv=av$, $Dw=bw$, $a<1$ and $b>0$. Move $t=\min(1-a,b)>0$ electrons from $w$ to $v$:

$$X=D+t\,(vv^{T}-ww^{T}).$$

The trace is unchanged. For any vector $x$, write $x=(w\cdot x)w+y$ with $y\perp w$. Because $w$ is an eigenvector of the symmetric $D$, the cross terms vanish and

$$x\cdot Dx=b(w\cdot x)^2+y\cdot Dy\ge t(w\cdot x)^2 .$$

So $D-tww^T$ is positive semidefinite, and adding $tvv^T$ keeps it so. The same argument for $1-D$, where $v$ has eigenvalue $1-a\ge t$, gives $1-X\ge0$. The linearised condition now reads

$$0\le\operatorname{tr}(F(D)(X-D))=t\,\bigl(v\cdot F(D)v-w\cdot F(D)w\bigr),$$

hence $w\cdot F(D)w\le v\cdot F(D)v$: an orbital with some occupation has a Fock expectation value no higher than one with room left.

## The Lean file

```lean
import Mathlib

open Matrix

namespace EnsembleAufbau

noncomputable section

variable {n : Type*} [Fintype n] [DecidableEq n]

/-- Ensemble density matrices: real symmetric `D` with `0 ≤ D ≤ 1` as quadratic forms and
trace `k`. -/
def ensembleSet (k : ℝ) : Set (Matrix n n ℝ) :=
  {D | D.IsSymm ∧ (∀ x : n → ℝ, 0 ≤ x ⬝ᵥ (D *ᵥ x)) ∧
    (∀ x : n → ℝ, 0 ≤ x ⬝ᵥ ((1 - D) *ᵥ x)) ∧ D.trace = k}

/-- The mean-field energy `E(D) = tr(hD) + tr(G(D)D)/2`. -/
def energy (h : Matrix n n ℝ) (G : Matrix n n ℝ →ₗ[ℝ] Matrix n n ℝ) (D : Matrix n n ℝ) : ℝ :=
  (h * D).trace + (G D * D).trace / 2

/-- The Fock matrix `F(D) = h + G(D)`. -/
def fock (h : Matrix n n ℝ) (G : Matrix n n ℝ →ₗ[ℝ] Matrix n n ℝ) (D : Matrix n n ℝ) :
    Matrix n n ℝ :=
  h + G D

/-- The two-electron map `G` is self-adjoint for the trace pairing. -/
def TraceSelfAdjoint (G : Matrix n n ℝ →ₗ[ℝ] Matrix n n ℝ) : Prop :=
  ∀ X Y, (G X * Y).trace = (X * G Y).trace

/-- Mixing two ensemble density matrices gives an ensemble density matrix with the same
number of electrons. -/
theorem segment_mem {k t : ℝ} {D X : Matrix n n ℝ} (hD : D ∈ ensembleSet k)
    (hX : X ∈ ensembleSet k) (h0 : 0 ≤ t) (h1 : t ≤ 1) :
    D + t • (X - D) ∈ ensembleSet k := by
  obtain ⟨sD, pD, qD, tD⟩ := hD
  obtain ⟨sX, pX, qX, tX⟩ := hX
  refine ⟨sD.add ((sX.sub sD).smul t), fun x => ?_, fun x => ?_, ?_⟩
  · have a := mul_nonneg (sub_nonneg.2 h1) (pD x)
    have b := mul_nonneg h0 (pX x)
    simp only [Matrix.add_mulVec, Matrix.sub_mulVec, Matrix.smul_mulVec, dotProduct_add,
      dotProduct_sub, dotProduct_smul, smul_eq_mul]
    linarith
  · have a := mul_nonneg (sub_nonneg.2 h1) (qD x)
    have b := mul_nonneg h0 (qX x)
    simp only [Matrix.add_mulVec, Matrix.sub_mulVec, Matrix.smul_mulVec, Matrix.one_mulVec,
      dotProduct_add, dotProduct_sub, dotProduct_smul, smul_eq_mul] at a b ⊢
    linarith
  · rw [Matrix.trace_add, Matrix.trace_smul, Matrix.trace_sub, tD, tX]
    simp

/-- A quadratic `t s + t² c / 2` that is nonnegative on `(0, 1]` has nonnegative slope `s`
at the origin. -/
theorem slope_nonneg {s c : ℝ} (h : ∀ t : ℝ, 0 < t → t ≤ 1 → 0 ≤ t * s + t ^ 2 / 2 * c) :
    0 ≤ s := by
  by_contra hs
  have hs : s < 0 := lt_of_not_ge hs
  have hp : 0 < -s + |c| := by linarith [abs_nonneg c]
  -- a step short enough for the linear term to win
  obtain ⟨t, ht⟩ : ∃ t, t = -s / (-s + |c|) := ⟨_, rfl⟩
  have t0 : 0 < t := by rw [ht]; exact div_pos (by linarith) hp
  have t1 : t ≤ 1 := by rw [ht, div_le_one hp]; linarith [abs_nonneg c]
  have tp : t * (-s + |c|) = -s := by rw [ht]; exact div_mul_cancel₀ _ hp.ne'
  have h2 : 0 ≤ t * (s + t / 2 * c) := by linarith [h t t0 t1]
  have h3 := (mul_nonneg_iff_of_pos_left t0).1 h2
  nlinarith [mul_le_mul_of_nonneg_left (le_abs_self c) t0.le, mul_pos t0 (neg_pos.2 hs)]

/-- Ensemble aufbau condition: if `G` is self-adjoint for the trace pairing, a minimiser `D` in the
ensemble set of the mean-field energy over the ensemble density matrices also minimises `tr(F(D)X)`
over them, with `F(D)` held fixed. -/
theorem ensemble_aufbau {k : ℝ} {h D : Matrix n n ℝ} {G : Matrix n n ℝ →ₗ[ℝ] Matrix n n ℝ}
    (hG : TraceSelfAdjoint G) (hD : D ∈ ensembleSet k)
    (hmin : IsMinOn (energy h G) (ensembleSet k) D) :
    IsMinOn (fun X => (fock h G D * X).trace) (ensembleSet k) D := by
  refine isMinOn_iff.2 fun X hX => sub_nonneg.1 ?_
  have hs : (G X * D).trace = (G D * X).trace := (hG X D).trans (Matrix.trace_mul_comm _ _)
  -- compare the energies along the segment from D to X
  refine slope_nonneg (c := (G (X - D) * (X - D)).trace) fun t t0 t1 => ?_
  have hE := isMinOn_iff.1 hmin _ (segment_mem hD hX t0.le t1)
  simp only [energy, fock, map_add, map_sub, map_smul, Matrix.mul_add, Matrix.add_mul,
    Matrix.mul_sub, Matrix.sub_mul, Matrix.smul_mul, Matrix.mul_smul, Matrix.trace_add,
    Matrix.trace_sub, Matrix.trace_smul, smul_eq_mul] at hE ⊢
  linear_combination hE + (t / 2) * hs

/-- If `G` is self-adjoint for the trace pairing and `tr(G(Y)Y) ≥ 0` for symmetric `Y`, then an
ensemble density matrix `D` minimises the energy over the ensemble density matrices exactly when it
minimises `tr(F(D)X)` over them. -/
theorem ensemble_aufbau_iff {k : ℝ} {h D : Matrix n n ℝ}
    {G : Matrix n n ℝ →ₗ[ℝ] Matrix n n ℝ} (hG : TraceSelfAdjoint G)
    (hpos : ∀ Y : Matrix n n ℝ, Y.IsSymm → 0 ≤ (G Y * Y).trace) (hD : D ∈ ensembleSet k) :
    IsMinOn (energy h G) (ensembleSet k) D ↔
      IsMinOn (fun X => (fock h G D * X).trace) (ensembleSet k) D := by
  refine ⟨ensemble_aufbau hG hD, fun hlin => isMinOn_iff.2 fun X hX => ?_⟩
  have hs : (G X * D).trace = (G D * X).trace := (hG X D).trans (Matrix.trace_mul_comm _ _)
  have hl := isMinOn_iff.1 hlin X hX
  -- the second-order remainder is nonnegative
  have hc := hpos (X - D) (hX.1.sub hD.1)
  simp only [energy, fock, map_sub, Matrix.add_mul, Matrix.mul_sub, Matrix.sub_mul,
    Matrix.trace_add, Matrix.trace_sub] at hl hc ⊢
  linarith

omit [DecidableEq n] in
/-- The trace of `F` against `v vᵀ` is the quadratic form `v ⬝ F v`. -/
theorem trace_mul_orbital (F : Matrix n n ℝ) (v : n → ℝ) :
    (F * vecMulVec v v).trace = v ⬝ᵥ (F *ᵥ v) := by
  simp only [Matrix.trace, Matrix.diag_apply, Matrix.mul_apply, Matrix.vecMulVec_apply,
    dotProduct, Matrix.mulVec, Finset.mul_sum]
  exact Finset.sum_congr rfl fun i _ => Finset.sum_congr rfl fun j _ => by ring

omit [DecidableEq n] in
/-- If `w` is a normalised eigenvector of a positive semidefinite `M` with eigenvalue `m`,
then `M - t w wᵀ` has a nonnegative quadratic form for every `t ≤ m`. -/
theorem remove_orbital {M : Matrix n n ℝ} {w : n → ℝ} {m t : ℝ} (hS : M.IsSymm)
    (hM : ∀ x : n → ℝ, 0 ≤ x ⬝ᵥ (M *ᵥ x)) (hn : w ⬝ᵥ w = 1) (hw : M *ᵥ w = m • w)
    (ht : t ≤ m) (x : n → ℝ) : t * (w ⬝ᵥ x) ^ 2 ≤ x ⬝ᵥ (M *ᵥ x) := by
  have hwx : w ⬝ᵥ (M *ᵥ x) = m * (w ⬝ᵥ x) := by
    rw [Matrix.dotProduct_mulVec, ← Matrix.mulVec_transpose, hS.eq, hw, smul_dotProduct,
      smul_eq_mul]
  -- test positivity on the part of x orthogonal to w
  have h := hM (x - (w ⬝ᵥ x) • w)
  simp only [Matrix.mulVec_sub, Matrix.mulVec_smul, hw, sub_dotProduct, dotProduct_sub,
    smul_dotProduct, dotProduct_smul, smul_eq_mul, hwx, hn, dotProduct_comm x w] at h
  nlinarith [mul_le_mul_of_nonneg_right ht (sq_nonneg (w ⬝ᵥ x))]

/-- Aufbau for natural orbitals (normalised eigenvectors of `D`), with `G` self-adjoint for the
trace pairing: at an energy minimiser `D`, an orbital `w` with nonzero occupation has a Fock
expectation value no higher than that of any orbital `v` not fully occupied. -/
theorem natural_orbital_aufbau {k a b : ℝ} {h D : Matrix n n ℝ}
    {G : Matrix n n ℝ →ₗ[ℝ] Matrix n n ℝ} {v w : n → ℝ} (hG : TraceSelfAdjoint G)
    (hD : D ∈ ensembleSet k) (hmin : IsMinOn (energy h G) (ensembleSet k) D)
    (nv : v ⬝ᵥ v = 1) (nw : w ⬝ᵥ w = 1) (hv : D *ᵥ v = a • v) (hw : D *ᵥ w = b • w)
    (ha : a < 1) (hb : 0 < b) :
    w ⬝ᵥ (fock h G D *ᵥ w) ≤ v ⬝ᵥ (fock h G D *ᵥ v) := by
  obtain ⟨t, t0, ta, tb⟩ : ∃ t : ℝ, 0 < t ∧ t ≤ 1 - a ∧ t ≤ b :=
    ⟨min (1 - a) b, lt_min (by linarith) hb, min_le_left _ _, min_le_right _ _⟩
  have hv' : (1 - D) *ᵥ v = (1 - a) • v := by
    rw [Matrix.sub_mulVec, Matrix.one_mulVec, hv, sub_smul, one_smul]
  have tr (u : n → ℝ) : (vecMulVec u u).trace = u ⬝ᵥ u := by
    have := trace_mul_orbital 1 u
    rwa [Matrix.one_mul, Matrix.one_mulVec] at this
  have quad (u x : n → ℝ) : x ⬝ᵥ (vecMulVec u u *ᵥ x) = (u ⬝ᵥ x) ^ 2 := by
    have : vecMulVec u u *ᵥ x = (u ⬝ᵥ x) • u := by
      ext i
      simp only [Matrix.mulVec, dotProduct, Matrix.vecMulVec_apply, Pi.smul_apply,
        smul_eq_mul, Finset.sum_mul]
      exact Finset.sum_congr rfl fun j _ => by ring
    rw [this, dotProduct_smul, smul_eq_mul, dotProduct_comm x u, sq]
  -- move t electrons from w to v
  have hX : D + t • (vecMulVec v v - vecMulVec w w) ∈ ensembleSet k := by
    refine ⟨Matrix.IsSymm.ext fun i j => ?_, fun x => ?_, fun x => ?_, ?_⟩
    · simp only [Matrix.add_apply, Matrix.smul_apply, Matrix.sub_apply,
        Matrix.vecMulVec_apply, smul_eq_mul]
      linear_combination hD.1.apply i j
    · have r := remove_orbital hD.1 hD.2.1 nw hw tb x
      simp only [Matrix.add_mulVec, Matrix.sub_mulVec, Matrix.smul_mulVec, dotProduct_add,
        dotProduct_sub, dotProduct_smul, smul_eq_mul, quad]
      linarith [mul_nonneg t0.le (sq_nonneg (v ⬝ᵥ x))]
    · have r := remove_orbital (Matrix.isSymm_one.sub hD.1) hD.2.2.1 nv hv' ta x
      simp only [Matrix.add_mulVec, Matrix.sub_mulVec, Matrix.smul_mulVec, Matrix.one_mulVec,
        dotProduct_add, dotProduct_sub, dotProduct_smul, smul_eq_mul, quad] at r ⊢
      linarith [mul_nonneg t0.le (sq_nonneg (w ⬝ᵥ x))]
    · rw [Matrix.trace_add, Matrix.trace_smul, Matrix.trace_sub, tr, tr, nv, nw, hD.2.2.2]
      simp
  have hl := isMinOn_iff.1 (ensemble_aufbau hG hD hmin) _ hX
  simp only [Matrix.mul_add, Matrix.mul_smul, Matrix.mul_sub, Matrix.trace_add,
    Matrix.trace_smul, Matrix.trace_sub, smul_eq_mul, trace_mul_orbital] at hl
  refine sub_nonneg.1 ((mul_nonneg_iff_of_pos_left t0).1 ?_)
  exact le_add_iff_nonneg_right _ |>.1 hl

/-- Two orbitals with occupation one half each form a one-electron ensemble density matrix. -/
theorem half_mem : ((1 / 2 : ℝ) • (1 : Matrix (Fin 2) (Fin 2) ℝ)) ∈ ensembleSet 1 := by
  have hx (x : Fin 2 → ℝ) : 0 ≤ x ⬝ᵥ x := Finset.sum_nonneg fun i _ => mul_self_nonneg (x i)
  refine ⟨Matrix.isSymm_one.smul _, fun x => ?_, fun x => ?_, ?_⟩
  · simp only [Matrix.smul_mulVec, Matrix.one_mulVec, dotProduct_smul, smul_eq_mul]
    linarith [hx x]
  · simp only [Matrix.sub_mulVec, Matrix.smul_mulVec, Matrix.one_mulVec, dotProduct_sub,
      dotProduct_smul, smul_eq_mul]
    linarith [hx x]
  · norm_num [Matrix.trace_fin_two]

/-- For `h = 0` and `G(D) = D` on two orbitals, `G` meets both hypotheses and the half-filled
density matrix minimises the energy at one electron. -/
theorem ensemble_aufbau_witness :
    TraceSelfAdjoint (LinearMap.id : Matrix (Fin 2) (Fin 2) ℝ →ₗ[ℝ] _) ∧
    (∀ Y : Matrix (Fin 2) (Fin 2) ℝ, Y.IsSymm → 0 ≤ (LinearMap.id (R := ℝ) Y * Y).trace) ∧
    IsMinOn (energy 0 LinearMap.id) (ensembleSet 1)
      ((1 / 2 : ℝ) • (1 : Matrix (Fin 2) (Fin 2) ℝ)) := by
  have hG : TraceSelfAdjoint (LinearMap.id : Matrix (Fin 2) (Fin 2) ℝ →ₗ[ℝ] _) :=
    fun _ _ => rfl
  have hp (Y : Matrix (Fin 2) (Fin 2) ℝ) (hY : Y.IsSymm) :
      0 ≤ (LinearMap.id (R := ℝ) Y * Y).trace := by
    simp only [LinearMap.id_apply, Matrix.trace_fin_two, Matrix.mul_apply, Fin.sum_univ_two]
    rw [hY.apply 0 1]
    nlinarith [mul_self_nonneg (Y 0 0), mul_self_nonneg (Y 0 1), mul_self_nonneg (Y 1 1)]
  refine ⟨hG, hp, (ensemble_aufbau_iff hG hp half_mem).2 (isMinOn_iff.2 fun X hX => ?_)⟩
  have key (Y : Matrix (Fin 2) (Fin 2) ℝ) :
      (fock 0 LinearMap.id ((1 / 2 : ℝ) • 1) * Y).trace = 1 / 2 * Y.trace := by
    simp only [fock, zero_add, LinearMap.id_apply, Matrix.smul_mul, Matrix.one_mul,
      Matrix.trace_smul, smul_eq_mul]
  have h1 := hX.2.2.2
  have h2 := half_mem.2.2.2
  simp only [key]
  linarith

/-- For `h = 0` and `G(D) = -D` on two orbitals, the half-filled density matrix minimises
`tr(F(D)X)` at one electron but does not minimise the energy. -/
theorem converse_needs_positivity :
    TraceSelfAdjoint (-LinearMap.id : Matrix (Fin 2) (Fin 2) ℝ →ₗ[ℝ] _) ∧
    IsMinOn (fun X => (fock 0 (-LinearMap.id) ((1 / 2 : ℝ) • 1) * X).trace) (ensembleSet 1)
      ((1 / 2 : ℝ) • (1 : Matrix (Fin 2) (Fin 2) ℝ)) ∧
    ¬ IsMinOn (energy 0 (-LinearMap.id)) (ensembleSet 1)
      ((1 / 2 : ℝ) • (1 : Matrix (Fin 2) (Fin 2) ℝ)) := by
  refine ⟨fun X Y => ?_, isMinOn_iff.2 fun X hX => ?_, fun hE => ?_⟩
  · simp only [LinearMap.neg_apply, LinearMap.id_apply, Matrix.neg_mul, Matrix.mul_neg]
  · have key (Y : Matrix (Fin 2) (Fin 2) ℝ) :
        (fock 0 (-LinearMap.id) ((1 / 2 : ℝ) • 1) * Y).trace = -(1 / 2 * Y.trace) := by
      simp only [fock, zero_add, LinearMap.neg_apply, LinearMap.id_apply, Matrix.neg_mul,
        Matrix.smul_mul, Matrix.one_mul, Matrix.trace_neg, Matrix.trace_smul, smul_eq_mul]
    have h1 := hX.2.2.2
    have h2 := half_mem.2.2.2
    simp only [key]
    linarith
  · -- a single fully occupied orbital has lower energy
    have hq (x : Fin 2 → ℝ) : x ⬝ᵥ (!![1, 0; 0, 0] *ᵥ x) = x 0 * x 0 := by
      simp [dotProduct, Matrix.mulVec, Fin.sum_univ_two]
    have hP : (!![1, 0; 0, 0] : Matrix (Fin 2) (Fin 2) ℝ) ∈ ensembleSet 1 := by
      refine ⟨Matrix.IsSymm.ext fun i j => ?_, fun x => ?_, fun x => ?_, ?_⟩
      · fin_cases i <;> fin_cases j <;> simp
      · rw [hq]
        exact mul_self_nonneg _
      · rw [Matrix.sub_mulVec, Matrix.one_mulVec, dotProduct_sub, hq]
        simp only [dotProduct, Fin.sum_univ_two]
        linarith [mul_self_nonneg (x 1)]
      · simp [Matrix.trace_fin_two]
    have hlt := isMinOn_iff.1 hE _ hP
    norm_num [energy, Matrix.trace_fin_two, Matrix.mul_apply, Fin.sum_univ_two] at hlt

end

end EnsembleAufbau
```

```lean
#print axioms EnsembleAufbau.ensemble_aufbau
#print axioms EnsembleAufbau.natural_orbital_aufbau
#print axioms EnsembleAufbau.converse_needs_positivity
```

```
'EnsembleAufbau.ensemble_aufbau' depends on axioms: [propext, Classical.choice, Quot.sound]
'EnsembleAufbau.natural_orbital_aufbau' depends on axioms: [propext, Classical.choice, Quot.sound]
'EnsembleAufbau.converse_needs_positivity' depends on axioms: [propext, Classical.choice, Quot.sound]
```

## How the code expresses and proves it

The finite type `n` labels the basis orbitals. `ensembleSet k` states positivity through the quadratic forms of `D` and `1 - D`; `energy` and `fock` are $E$ and $F$. `TraceSelfAdjoint G` is required for all real matrices, while `hpos` concerns symmetric ones only. `IsMinOn f S D` says that `f D ≤ f X` for every `X` in `S`; membership of `D` itself is the separate hypothesis `hD`.

`segment_mem` proves convexity and `slope_nonneg` is the argument with the short step. `ensemble_aufbau` expands the energy with `simp only`, and `linear_combination` inserts the self-adjointness identity `hs` with weight `t / 2`. In `ensemble_aufbau_iff`, the reverse direction adds the linear inequality `hl` to the nonnegative remainder `hc`.

For the orbital version, `trace_mul_orbital` turns $\operatorname{tr}(Fvv^T)$ into $v\cdot Fv$. `remove_orbital` proves the bound on $x\cdot Dx$ by testing positivity on $y$. `natural_orbital_aufbau` applies it once to `D` and once to `1 - D`, then divides out the positive `t`.

The last results use two orbitals, one electron and $h=0$. Their maps $G(D)=\pm D$ are algebraic test cases, not the two-electron part of a Fock matrix for real electrons. `half_mem` places $D=\tfrac12 1$ in the set. With $G(D)=D$, `ensemble_aufbau_witness` confirms both conditions on $G$ and shows that this $D$ minimises the energy. With $G(D)=-D$, `converse_needs_positivity` shows that the converse can fail: $\operatorname{tr}(F(D)X)=-\tfrac12$ throughout the set, yet the energy is $-\tfrac14$ at $D$ and $-\tfrac12$ at $\operatorname{diag}(1,0)$.

## Limits for SCF practice

The minimiser is a hypothesis; neither its existence nor the convergence of an SCF iteration is established. The comparison is with all ensemble densities, not only with determinants. For Hartree–Fock with Coulomb repulsion the lowest determinant is also an ensemble minimiser, but that is a separate result and is not proved here.

The orbital inequality concerns eigenvectors of $D$ and their Fock expectation values. It does not state that they are eigenvectors of $F(D)$, as the usual aufbau picture of filled orbital energies would have it. The energy is quadratic in $D$ and has no entropy term, which leaves out general exchange–correlation functionals and finite-temperature smearing. A non-orthogonal basis must first be orthogonalised, and complex orbitals are not treated.
